# For Clausius–Mossotti substrates, the pair-summed atom–surface C3 lies between the Lifshitz C3 and 3/2 times it

Both van der Waals coefficients are defined here directly as integrals over imaginary frequency, and the substrate atoms are tied to the dielectric function by an assumed relation between real functions of $u>0$. No interaction energy is summed over atoms inside Lean. The summation is done by hand below, and its result is the first definition.

An adsorbed atom with polarizability $\alpha(u)$ sits at distance $z$ from a half-space that holds $n$ atoms of polarizability $a(u)$ per volume. All functions are taken at imaginary frequency $iu$, in atomic units. Each pair attracts with energy $-C_6/r^6$, where the Casimir–Polder formula gives

$$C_6=\frac{3}{\pi}\int_0^\infty \alpha(u)\,a(u)\,du .$$

A layer of substrate at distance $s$ from the adsorbate contributes, per unit thickness,

$$n\,C_6\int_0^\infty \frac{2\pi\rho\,d\rho}{(\rho^2+s^2)^3}=\frac{\pi n\,C_6}{2s^4},$$

and integration over the depth, from $s=z$ to infinity, gives $\pi n C_6/(6z^3)$. The attraction is therefore $-C_3^{\rm p}/z^3$ with

$$C_3^{\rm p}=\frac{\pi n}{6}\,C_6=\frac n2\int_0^\infty\alpha(u)\,a(u)\,du .$$

This is `pairC3`.

```lean
import Mathlib

open MeasureTheory Set
open scoped Real

namespace PhysisorptionPairSum

noncomputable section

/-- The pair-summed atom-surface coefficient `(n/2) ∫ α a` for an adsorbate polarizability `α`
and a substrate with `n` atoms of polarizability `a` per volume (imaginary frequency, atomic
units). -/
def pairC3 (n : ℝ) (α a : ℝ → ℝ) : ℝ := n / 2 * ∫ u in Ioi (0 : ℝ), α u * a u
```

The Lifshitz coefficient treats the substrate as a continuous medium with dielectric function $\varepsilon(u)$. The factor $(\varepsilon-1)/(\varepsilon+1)$ is the strength of the electrostatic image in a flat dielectric surface, evaluated at imaginary frequency:

$$C_3=\frac1{4\pi}\int_0^\infty\alpha(u)\,\frac{\varepsilon(u)-1}{\varepsilon(u)+1}\,du .$$

```lean
/-- The Lifshitz atom-surface coefficient `(1/(4π)) ∫ α (ε - 1)/(ε + 1)`, for a dielectric
function that avoids `-1`. -/
def lifshitzC3 (α ε : ℝ → ℝ) : ℝ :=
  1 / (4 * π) * ∫ u in Ioi (0 : ℝ), α u * ((ε u - 1) / (ε u + 1))
```

The remaining definition is the link between the two descriptions, the Clausius–Mossotti relation, required at every $u>0$.

```lean
/-- The Clausius-Mossotti relation `4π n a/3 = (ε - 1)/(ε + 2)` at every imaginary frequency
`u > 0`, for a dielectric function that avoids `-2`. -/
def ClausiusMossotti (n : ℝ) (a ε : ℝ → ℝ) : Prop :=
  ∀ u > 0, 4 * π * n * a u / 3 = (ε u - 1) / (ε u + 2)
```

The main theorem, `pair_sum_overbinds`, says that if $\alpha$ is integrable and nonnegative on $u>0$, $\varepsilon$ is measurable with $\varepsilon\ge1$ on $u>0$, and the substrate atoms obey Clausius–Mossotti, then

$$C_3\le C_3^{\rm p}\le\tfrac32\,C_3 .$$

In Lean, `α`, `a` and `ε` are functions on all of `ℝ`, but the integrals run over `Ioi 0`, the open half-line $u>0$, so values at $u\le0$ play no part in the coefficients. The result bears on pairwise dispersion corrections for adsorption: in the model of a homogeneous half-space with a local dielectric function, without retardation and at zero temperature, and for substrate atoms that obey Clausius–Mossotti, ignoring many-body screening raises the long-range coefficient by at most half. It says nothing about binding energies at contact, where repulsion and surface structure matter.

## Integrable α and measurable ε: finite coefficients

For a ground-state atom $\alpha(u)$ is finite at $u=0$ and falls off as $1/u^2$ at high frequency, so its integral converges. The dielectric function of a real medium varies smoothly along the imaginary axis, so measurability is a mild demand. Lean's `Measurable ε` refers to the whole line; since values at $u\le0$ are irrelevant, they can be set to 1.

By hand, these assumptions are used whenever an integral is split or two integrals are compared. For $\varepsilon\ge1$ and $c\ge0$,

$$0\le\frac{\varepsilon-1}{\varepsilon+c}\le1,$$

so $|\alpha|$ dominates the integrand $\alpha(\varepsilon-1)/(\varepsilon+c)$, which is then integrable. The case $c=1$ is the Lifshitz integrand, and $c=2$ is the one that Clausius–Mossotti produces.

```lean
variable {n : ℝ} {α a ε : ℝ → ℝ}

/-- For integrable `α` and measurable `ε ≥ 1`, the integrand `α (ε - 1)/(ε + c)` with `c ≥ 0`
is integrable. -/
theorem response_integrable (hα : IntegrableOn α (Ioi 0)) (hm : Measurable ε)
    (hε : ∀ u > 0, 1 ≤ ε u) (c : ℝ) (hc : 0 ≤ c) :
    IntegrableOn (fun u => α u * ((ε u - 1) / (ε u + c))) (Ioi 0) := by
  have hg : Measurable (fun u => (ε u - 1) / (ε u + c)) := by fun_prop
  refine Integrable.mono hα (hα.1.mul hg.aestronglyMeasurable) ?_
  filter_upwards [ae_restrict_mem measurableSet_Ioi] with u hu
  have h1 := hε u hu
  -- the response lies between 0 and 1
  have h0 : 0 ≤ (ε u - 1) / (ε u + c) := div_nonneg (by linarith) (by linarith)
  have h2 : (ε u - 1) / (ε u + c) ≤ 1 := (div_le_one (by linarith)).2 (by linarith)
  rw [norm_mul, Real.norm_of_nonneg h0]
  exact mul_le_of_le_one_right (norm_nonneg _) h2
```

The proof is this domination argument: `Integrable.mono` asks for measurability of the product and for the pointwise bound, which `h0` and `h2` supply.

Without integrability, splitting an integral can fail. Take $\alpha=1$ and $\varepsilon=1+1/(1+u)$ for $u>0$. Both coefficients diverge logarithmically, while the integral for their difference, derived below, converges to a positive number. Lean assigns the value 0 to a divergent integral, so the identity for the difference would then equate 0 with a positive number.

## Clausius–Mossotti: the same substrate in both formulas

The relation

$$\frac{4\pi}{3}\,n\,a(u)=\frac{\varepsilon(u)-1}{\varepsilon(u)+2}$$

expresses the local field in a cubic or isotropic arrangement of point-polarizable atoms: each atom responds to the macroscopic field plus the field of its polarized surroundings. It is assumed here, not derived from a lattice. It suits insulators built from well-separated atoms or molecules, and is doubtful for metals, whose conduction electrons are not bound to sites.

Solving for $na$ and inserting the result into the pair sum gives

$$C_3^{\rm p}=\frac12\int_0^\infty\alpha\cdot\frac{3}{4\pi}\,\frac{\varepsilon-1}{\varepsilon+2}\,du
=\frac{3}{8\pi}\int_0^\infty\alpha\,\frac{\varepsilon-1}{\varepsilon+2}\,du .$$

```lean
/-- For Clausius-Mossotti atoms the pair-summed coefficient is
`(3/(8π)) ∫ α (ε - 1)/(ε + 2)`. -/
theorem pairC3_eq (h : ClausiusMossotti n a ε) :
    pairC3 n α a = 3 / (8 * π) * ∫ u in Ioi (0 : ℝ), α u * ((ε u - 1) / (ε u + 2)) := by
  have key : ∫ u in Ioi (0 : ℝ), α u * ((ε u - 1) / (ε u + 2))
      = 4 * π * n / 3 * ∫ u in Ioi (0 : ℝ), α u * a u := by
    rw [← integral_const_mul]
    refine setIntegral_congr_fun measurableSet_Ioi fun u hu => ?_
    rw [← h u hu]
    ring
  rw [key, pairC3]
  field_simp
  ring
```

The Lean proof goes in the opposite direction. The step `key` replaces $(\varepsilon-1)/(\varepsilon+2)$ under the integral by $4\pi na/3$ and takes the constant outside. Neither direction divides by $n$, so the identity also holds at $n=0$.

Without this hypothesis, $a$ and $\varepsilon$ could describe different materials, and neither bound would survive. With $a=0$ and a constant $\varepsilon>1$ the pair sum vanishes while $C_3$ is positive for any adsorbate with $\int\alpha>0$, so the lower bound fails. If the local field is neglected and $4\pi na=\varepsilon-1$ is used instead, a constant $\varepsilon$ gives $C_3^{\rm p}=\tfrac12(\varepsilon+1)\,C_3$, which breaks the upper bound as soon as $\varepsilon>2$.

## ε ≥ 1: a medium that screens

At imaginary frequency, a passive medium in equilibrium has $\varepsilon(u)\ge1$. This follows from the Kramers–Kronig relation, because $\varepsilon(u)-1$ is an integral of the absorption with a positive weight.

In the derivation, $\varepsilon\ge1$ first keeps the denominators positive. The difference of the two coefficients is

$$C_3^{\rm p}-C_3=\frac1{8\pi}\int_0^\infty\alpha\left[\frac{3(\varepsilon-1)}{\varepsilon+2}-\frac{2(\varepsilon-1)}{\varepsilon+1}\right]du .$$

Over the common denominator, the bracket has numerator

$$(\varepsilon-1)\bigl[3(\varepsilon+1)-2(\varepsilon+2)\bigr]=(\varepsilon-1)^2,$$

and therefore

$$C_3^{\rm p}-C_3=\frac1{8\pi}\int_0^\infty\alpha\,\frac{(\varepsilon-1)^2}{(\varepsilon+1)(\varepsilon+2)}\,du .$$

The excess is of second order in $\varepsilon-1$: for a dilute substrate the two descriptions agree to leading order.

```lean
/-- For integrable `α`, measurable `ε ≥ 1` and Clausius-Mossotti atoms, the pair sum exceeds
the Lifshitz coefficient by `(1/(8π)) ∫ α (ε - 1)²/((ε + 1)(ε + 2))`. -/
theorem pair_excess (hα : IntegrableOn α (Ioi 0)) (hm : Measurable ε)
    (hε : ∀ u > 0, 1 ≤ ε u) (h : ClausiusMossotti n a ε) :
    pairC3 n α a - lifshitzC3 α ε = 1 / (8 * π) *
      ∫ u in Ioi (0 : ℝ), α u * ((ε u - 1) ^ 2 / ((ε u + 1) * (ε u + 2))) := by
  have i := response_integrable hα hm hε
  have key : ∫ u in Ioi (0 : ℝ), α u * ((ε u - 1) ^ 2 / ((ε u + 1) * (ε u + 2)))
      = 3 * (∫ u in Ioi (0 : ℝ), α u * ((ε u - 1) / (ε u + 2)))
        - 2 * ∫ u in Ioi (0 : ℝ), α u * ((ε u - 1) / (ε u + 1)) := by
    rw [← integral_const_mul, ← integral_const_mul,
      ← integral_sub (Integrable.const_mul (i 2 (by norm_num)) 3)
        (Integrable.const_mul (i 1 (by norm_num)) 2)]
    refine setIntegral_congr_fun measurableSet_Ioi fun u hu => ?_
    have h1 := hε u hu
    have h2 : ε u + 1 ≠ 0 := by linarith
    have h3 : ε u + 2 ≠ 0 := by linarith
    -- partial fractions of the excess response
    have e : (ε u - 1) ^ 2 / ((ε u + 1) * (ε u + 2))
        = 3 * ((ε u - 1) / (ε u + 2)) - 2 * ((ε u - 1) / (ε u + 1)) := by
      field_simp
      ring
    rw [e]
    ring
  rw [pairC3_eq h, lifshitzC3, key]
  ring
```

The equation `e` in the proof is the algebra of the bracket, and `h2` and `h3` are the nonzero denominators that it needs. The integral is split by `integral_sub`, with integrability supplied by `response_integrable` at $c=2$ and $c=1$. No sign of $\alpha$ is required for this identity.

The second use of $\varepsilon\ge1$ is in the upper bound. There the numerator $\varepsilon-1$ must be nonnegative, so that enlarging the denominator makes the fraction smaller:

$$\frac{\varepsilon-1}{\varepsilon+2}\le\frac{\varepsilon-1}{\varepsilon+1}.$$

Without the hypothesis this step fails. For the constant value $\varepsilon=\tfrac12$ and an adsorbate with $\int\alpha>0$, the Lifshitz coefficient is negative and $C_3^{\rm p}=0.9\,C_3$. That number lies above $\tfrac32C_3$, so the upper bound is violated, although the lower one still holds.

## α ≥ 0: an adsorbate in its ground state

At imaginary frequency, the polarizability of a ground-state atom is a sum of terms $f/(\omega^2+u^2)$ with transition frequencies $\omega$ and nonnegative oscillator strengths $f$, so it is nonnegative. An excited atom also has downward transitions, which enter with the opposite sign.

Nonnegativity turns the pointwise inequalities into inequalities between integrals. For the lower bound, the integrand of the excess is a product of nonnegative factors, hence $C_3^{\rm p}-C_3\ge0$. For the upper bound, the comparison of denominators is multiplied by $\alpha$ and integrated:

$$C_3^{\rm p}=\frac3{8\pi}\int_0^\infty\alpha\,\frac{\varepsilon-1}{\varepsilon+2}\,du
\le\frac3{8\pi}\int_0^\infty\alpha\,\frac{\varepsilon-1}{\varepsilon+1}\,du=\frac32\,C_3 .$$

```lean
/-- For integrable `α ≥ 0`, measurable `ε ≥ 1` and Clausius-Mossotti atoms, the pair-summed
coefficient lies between the Lifshitz one and 3/2 times it. -/
theorem pair_sum_overbinds (hα : IntegrableOn α (Ioi 0)) (hα0 : ∀ u > 0, 0 ≤ α u)
    (hm : Measurable ε) (hε : ∀ u > 0, 1 ≤ ε u) (h : ClausiusMossotti n a ε) :
    lifshitzC3 α ε ≤ pairC3 n α a ∧ pairC3 n α a ≤ 3 / 2 * lifshitzC3 α ε := by
  constructor
  · -- the excess is an integral of a nonnegative function
    rw [← sub_nonneg, pair_excess hα hm hε h]
    refine mul_nonneg (by positivity) (setIntegral_nonneg measurableSet_Ioi fun u hu => ?_)
    have h1 := hε u hu
    exact mul_nonneg (hα0 u hu) (div_nonneg (sq_nonneg _)
      (mul_nonneg (by linarith) (by linarith)))
  · have i := response_integrable hα hm hε
    -- the larger denominator gives the smaller response
    have hle := setIntegral_mono_on (i 2 (by norm_num)) (i 1 (by norm_num))
      measurableSet_Ioi fun u hu => by
        have h1 := hε u hu
        exact mul_le_mul_of_nonneg_left (div_le_div_of_nonneg_left (by linarith)
          (by linarith) (by linarith)) (hα0 u hu)
    rw [pairC3_eq h, lifshitzC3]
    have := mul_le_mul_of_nonneg_left hle (show 0 ≤ 3 / (8 * π) by positivity)
    refine this.trans (le_of_eq ?_)
    ring
```

The two branches after `constructor` are these two arguments. The first rewrites the claim with `pair_excess` and applies `setIntegral_nonneg`. The second uses `setIntegral_mono_on`, which needs both integrands to be integrable, and then multiplies by $3/(8\pi)$. The density $n$ carries no sign condition, since it enters only through the product $na$, which the Clausius–Mossotti relation fixes in terms of $\varepsilon$.

If an integrable $\alpha$ is negative throughout and $\varepsilon$ is a constant above 1, both coefficients are negative and the pair sum is the lower of the two, so the lower bound fails. This example only tests the hypothesis and does not describe a real excited atom: the oscillator strengths of any atomic state have a positive sum, which makes $\alpha(u)$ positive at high frequency.

## A constant ε: the ratio in closed form

Suppose that the dielectric function has the same value $e\ge1$ at all frequencies. This is an idealisation, since every real $\varepsilon(u)$ tends to 1 at high frequency, but it shows how the excess grows with screening. The response factors then leave the integrals, and

$$C_3^{\rm p}=\frac{3}{8\pi}\,\frac{e-1}{e+2}\int_0^\infty\alpha\,du,\qquad
C_3=\frac1{4\pi}\,\frac{e-1}{e+1}\int_0^\infty\alpha\,du,$$

which gives

$$C_3^{\rm p}=\frac32\,\frac{e+1}{e+2}\,C_3 .$$

```lean
/-- For a frequency-independent dielectric constant `e ≥ 1` and Clausius-Mossotti atoms, the
pair sum is `(3/2)(e + 1)/(e + 2)` times the Lifshitz coefficient. -/
theorem pairC3_const {e : ℝ} (he : 1 ≤ e) (h : ClausiusMossotti n a (fun _ => e)) :
    pairC3 n α a = 3 / 2 * ((e + 1) / (e + 2)) * lifshitzC3 α (fun _ => e) := by
  have h1 : e + 1 ≠ 0 := by linarith
  have h2 : e + 2 ≠ 0 := by linarith
  rw [pairC3_eq h, lifshitzC3, integral_mul_const, integral_mul_const]
  field_simp
  ring
```

The identity is stated as a product, so it includes $e=1$, where both coefficients vanish. The factor is $9/8$ at $e=2$ and about $1.39$ at $e=12$. The proof inserts `pairC3_eq`, takes the constants out with `integral_mul_const` and finishes with algebra. With a frequency-dependent $\varepsilon$ no single factor of this kind applies, and the general bounds take its place.

## n > 0 and ∫α > 0: a substrate and an adsorbate that respond

The last theorem says that $3/2$ is the best constant. For a given density $n>0$, a given adsorbate with $\int\alpha>0$ and any $k<3/2$, there are a constant $e>1$ and a polarizability $b$ obeying Clausius–Mossotti such that $C_3^{\rm p}>k\,C_3$.

By the closed form, and because $C_3>0$ here, the task is to find $e$ with

$$\frac32\,\frac{e+1}{e+2}=\frac32-\frac{3/2}{e+2}>k,
\qquad\text{that is,}\qquad \left(\tfrac32-k\right)(e+2)>\tfrac32 .$$

The choice $e=1+\dfrac{3/2}{3/2-k}$ works, because the left-hand side becomes $3\left(\tfrac32-k\right)+\tfrac32$. The matching polarizability is

$$b=\frac{3}{4\pi n}\,\frac{e-1}{e+2}.$$

```lean
/-- The factor 3/2 is optimal: for density `n > 0`, an adsorbate with `∫ α > 0` and any
`k < 3/2`, some constant `e > 1` with Clausius-Mossotti atoms has a pair sum above `k` times
the Lifshitz coefficient. -/
theorem three_halves_sharp (hn : 0 < n) (hI : 0 < ∫ u in Ioi (0 : ℝ), α u) {k : ℝ}
    (hk : k < 3 / 2) : ∃ (e : ℝ) (b : ℝ → ℝ), 1 < e ∧ ClausiusMossotti n b (fun _ => e) ∧
      k * lifshitzC3 α (fun _ => e) < pairC3 n α b := by
  have hd : 0 < 3 / 2 - k := by linarith
  -- a dielectric constant large enough for the given k
  obtain ⟨e, he, hke⟩ : ∃ e : ℝ, 1 < e ∧ 3 / 2 < (3 / 2 - k) * (e + 2) := by
    refine ⟨1 + 3 / 2 / (3 / 2 - k), by linarith [div_pos (by norm_num : (0 : ℝ) < 3 / 2) hd], ?_⟩
    have h3 : (3 / 2 - k) * (3 / 2 / (3 / 2 - k)) = 3 / 2 := by
      rw [mul_comm]
      exact div_mul_cancel₀ _ hd.ne'
    linarith
  have hCM : ClausiusMossotti n (fun _ => 3 / (4 * π * n) * ((e - 1) / (e + 2)))
      (fun _ => e) := by
    intro u _
    have h2 : e + 2 ≠ 0 := by linarith
    field_simp
  refine ⟨e, _, he, hCM, ?_⟩
  rw [pairC3_const he.le hCM]
  have hL : 0 < lifshitzC3 α (fun _ => e) := by
    rw [lifshitzC3, integral_mul_const]
    exact mul_pos (by positivity) (mul_pos hI (div_pos (by linarith) (by linarith)))
  refine mul_lt_mul_of_pos_right ?_ hL
  rw [← mul_div_assoc, lt_div_iff₀ (by linarith)]
  linarith

end

end PhysisorptionPairSum
```

In the proof, `obtain` supplies this $e$, `hCM` verifies the relation for $b$, and `hL` shows that the Lifshitz coefficient is positive, which allows the inequality between the factors to be multiplied by it.

Each of the two positivity hypotheses excludes a degenerate case. With $n=0$, Clausius–Mossotti forces $e=1$, so no constant $e>1$ is available. With $\int\alpha=0$, both coefficients vanish for every constant $e$, and the strict inequality is impossible. The constants $e$ found here grow without limit as $k$ approaches $3/2$, so the bound is approached in the limit of a strongly screening substrate.

```lean
#print axioms PhysisorptionPairSum.pair_sum_overbinds
#print axioms PhysisorptionPairSum.three_halves_sharp
```

```
'PhysisorptionPairSum.pair_sum_overbinds' depends on axioms: [propext, Classical.choice, Quot.sound]
'PhysisorptionPairSum.three_halves_sharp' depends on axioms: [propext, Classical.choice, Quot.sound]
```
